# Canonical free fermions: occupations of two distinct modes are never positively correlated

Let $k$ identical non-interacting fermions occupy $r$ orthonormal modes, each a one-particle energy eigenstate including spin, in contact with a heat bath. With the particle number free to fluctuate, the modes fill independently. With $k$ fixed, filling one mode leaves fewer particles for the others. Does this always lower the joint occupation of two modes, whatever their energies?

## The bound on joint occupations

Give mode $i$ a weight $x_i>0$, thermally $x_i=e^{-\beta\varepsilon_i}$, with $\varepsilon_i$ its energy and $\beta$ the inverse temperature. A set $A$ of $k\le r$ filled modes has probability $\prod_{l\in A}x_l/Z$, where $Z$ normalises. Let $\nu_i\in\{0,1\}$ be the occupation of mode $i$ and $p_i=E[\nu_i]$. Then, for $i\ne j$,
$$E[\nu_i\nu_j]\le p_ip_j,$$
strictly if $0<k<r$. In that range, the particle number in any group $B$ of at least two modes has variance strictly below $\sum_{i\in B}p_i(1-p_i)$.

## Fluctuation estimates from mean occupations

In this ensemble, summing $p_i(1-p_i)$ with the canonical $p_i$, as if the modes were independent, never underestimates the number variance in a group of modes. The sign also gives a necessary test of a sampler for this ensemble, up to statistical noise. For this non-interacting ensemble, $E[\nu_i\nu_j]-p_ip_j$ is, up to the normalisation convention, a diagonal element of the two-particle cumulant in the mode basis, so fixing the particle number alone can make the cumulant nonzero.

## From log-concavity to the covariance

Let $Z_k(S)$ be the sum of $\prod_{l\in A}x_l$ over $k$-subsets $A$ of a mode set $S$. Sorting subsets by whether they contain a new mode $a$ gives
$$Z_{k+1}(S\cup\{a\})=Z_{k+1}(S)+x_aZ_k(S).$$

**Log-concavity.** If $k+1\le|S|$, then $Z_k(S)Z_{k+2}(S)<Z_{k+1}(S)^2$. Induct on $S$; the empty set has no admissible $k$. Write $z_m=Z_m(S)$ and $x=x_a$, and add $a$. The weak inequality holds for every $k$, since $z_m=0$ for $m>|S|$.

For $k=0$, right side minus left side is $(z_1^2-z_2)+xz_1+x^2>0$. For $k=n+1$ it is
$$(z_{n+2}^2-z_{n+1}z_{n+3})+x(z_{n+1}z_{n+2}-z_nz_{n+3})+x^2(z_{n+1}^2-z_nz_{n+2}).$$
The outer brackets are non-negative by induction. For the middle one, if $n+3\le|S|$, multiply the two outer inequalities and divide by $z_{n+1}z_{n+2}>0$; otherwise $z_{n+3}=0$. If $n+2\le|S|$, the first bracket is strictly positive. Otherwise $|S|=n+1$, and $x^2z_{n+1}^2>0$ remains.

**Covariance.** Let $k=n+2<r$, and let $w_m$ be the partition function of the $r-2$ modes other than $i,j$. Then
$$Z=w_{n+2}+(x_i+x_j)w_{n+1}+x_ix_jw_n,$$
$$p_i=\frac{x_i(w_{n+1}+x_jw_n)}{Z},\quad p_j=\frac{x_j(w_{n+1}+x_iw_n)}{Z},\quad E[\nu_i\nu_j]=\frac{x_ix_jw_n}{Z}.$$
Expanding,
$$p_ip_j-E[\nu_i\nu_j]=\frac{x_ix_j}{Z^2}\,(w_{n+1}^2-w_nw_{n+2})>0.$$
For $k=1$ the joint occupation vanishes while $p_ip_j>0$. For $k=0$ both sides are 0, and for $k=r$ both are 1.

The bracket in the numerator of $p_i$ is the partition function of $k-1$ particles on the modes other than $i$. Keeping mode $i$ there for $k=r=2$ would give $1+x_i/x_j$, an occupation above one.

**Variance.** Since $\nu_i^2=\nu_i$, the variance in $B$ is $\sum_{i\in B}p_i(1-p_i)$ plus twice the sum of the covariances over unordered pairs of distinct modes in $B$, each negative for $0<k<r$.

## The Lean file

```lean
import Mathlib

open Finset

namespace CanonicalFermions

noncomputable section

variable {ι : Type*}

/-- Partition function of `k` free fermions on the modes in `s`: the sum over `k`-subsets of the
product of the mode weights. -/
def Z (x : ι → ℝ) (s : Finset ι) (k : ℕ) : ℝ :=
  ∑ A ∈ s.powersetCard k, ∏ l ∈ A, x l

variable [DecidableEq ι]

/-- Occupation number of mode `i` in the configuration `A`. -/
def occ (i : ι) (A : Finset ι) : ℝ := if i ∈ A then 1 else 0

/-- Canonical average of `f` over configurations of `k` fermions on all modes, for a nonzero
partition function. -/
def expect [Fintype ι] (x : ι → ℝ) (k : ℕ) (f : Finset ι → ℝ) : ℝ :=
  (∑ A ∈ (univ : Finset ι).powersetCard k, (∏ l ∈ A, x l) * f A) / Z x univ k

/-- A sum over configurations splits into those with mode `a` empty and those with it filled. -/
theorem sum_split {s : Finset ι} {a : ι} (ha : a ∉ s) (k : ℕ) (F : Finset ι → ℝ) :
    ∑ A ∈ (insert a s).powersetCard (k + 1), F A =
      ∑ A ∈ s.powersetCard (k + 1), F A + ∑ A ∈ s.powersetCard k, F (insert a A) := by
  have hd : Disjoint (s.powersetCard (k + 1)) ((s.powersetCard k).image (insert a)) := by
    rw [Finset.disjoint_left]
    intro A hA hB
    obtain ⟨B, _, rfl⟩ := mem_image.1 hB
    exact ha ((mem_powersetCard.1 hA).1 (mem_insert_self a B))
  rw [powersetCard_succ_insert ha, sum_union hd, sum_image]
  intro A hA B hB h
  have hA' : a ∉ A := fun q => ha ((mem_powersetCard.1 (mem_coe.1 hA)).1 q)
  have hB' : a ∉ B := fun q => ha ((mem_powersetCard.1 (mem_coe.1 hB)).1 q)
  calc A = (insert a A).erase a := (erase_insert hA').symm
    _ = (insert a B).erase a := congrArg (fun C => C.erase a) h
    _ = B := erase_insert hB'

/-- Recursion of the partition function on adding a new mode `a`. -/
theorem Z_insert (x : ι → ℝ) {s : Finset ι} {a : ι} (ha : a ∉ s) (k : ℕ) :
    Z x (insert a s) (k + 1) = Z x s (k + 1) + x a * Z x s k := by
  unfold Z
  rw [sum_split ha, mul_sum]
  congr 1
  refine sum_congr rfl fun A hA => ?_
  exact prod_insert fun q => ha ((mem_powersetCard.1 hA).1 q)

omit [DecidableEq ι] in
/-- With positive weights and no more particles than modes, the partition function is positive. -/
theorem Z_pos {x : ι → ℝ} (hx : ∀ i, 0 < x i) {s : Finset ι} {k : ℕ} (hk : k ≤ s.card) :
    0 < Z x s k :=
  sum_pos (fun _ _ => prod_pos fun i _ => hx i) (powersetCard_nonempty.2 hk)

/-- For positive weights the partition function is strictly log-concave in the particle number,
as long as the middle particle number does not exceed the number of modes. -/
theorem Z_logconcave {x : ι → ℝ} (hx : ∀ i, 0 < x i) (s : Finset ι) :
    ∀ k, k + 1 ≤ s.card → Z x s k * Z x s (k + 2) < Z x s (k + 1) ^ 2 := by
  induction s using Finset.induction_on with
  | empty => intro k hk; simp at hk
  | insert a s ha ih =>
    have hz : ∀ m, s.card < m → Z x s m = 0 := fun m hm => by
      simp [Z, powersetCard_eq_empty.2 hm]
    have hn : ∀ m, 0 ≤ Z x s m := fun m => sum_nonneg fun _ _ => prod_nonneg fun i _ => (hx i).le
    have weak : ∀ m, Z x s m * Z x s (m + 2) ≤ Z x s (m + 1) ^ 2 := fun m => by
      rcases le_or_gt (m + 1) s.card with h | h
      · exact (ih m h).le
      · rw [hz (m + 2) (by omega), mul_zero]; exact sq_nonneg _
    have hxa := hx a
    intro k hk
    rw [card_insert_of_notMem ha] at hk
    rcases k with _ | n
    · have e0 : Z x (insert a s) 0 = 1 := by simp [Z]
      have f0 : Z x s 0 = 1 := by simp [Z]
      have e1 : Z x (insert a s) (0 + 1) = Z x s 1 + x a * Z x s 0 := Z_insert x ha 0
      have e2 : Z x (insert a s) (0 + 2) = Z x s 2 + x a * Z x s 1 := Z_insert x ha 1
      have w : Z x s 0 * Z x s 2 ≤ Z x s 1 ^ 2 := weak 0
      rw [f0] at w e1
      rw [e0, e1, e2]
      nlinarith [mul_nonneg hxa.le (hn 1), mul_pos hxa hxa]
    · have e1 : Z x (insert a s) (n + 1) = Z x s (n + 1) + x a * Z x s n := Z_insert x ha n
      have e2 : Z x (insert a s) (n + 1 + 1) = Z x s (n + 2) + x a * Z x s (n + 1) :=
        Z_insert x ha (n + 1)
      have e3 : Z x (insert a s) (n + 1 + 2) = Z x s (n + 3) + x a * Z x s (n + 2) :=
        Z_insert x ha (n + 2)
      have w1 : Z x s n * Z x s (n + 2) ≤ Z x s (n + 1) ^ 2 := weak n
      have w2 : Z x s (n + 1) * Z x s (n + 3) ≤ Z x s (n + 2) ^ 2 := weak (n + 1)
      rw [e1, e2, e3]
      -- the cross term follows from two neighbouring log-concavity inequalities
      have cross : Z x s n * Z x s (n + 3) ≤ Z x s (n + 1) * Z x s (n + 2) := by
        rcases le_or_gt (n + 3) s.card with h | h
        · have hp : 0 < Z x s (n + 1) * Z x s (n + 2) :=
            mul_pos (Z_pos hx (by omega)) (Z_pos hx (by omega))
          have hm := mul_le_mul w1 w2 (mul_nonneg (hn _) (hn _)) (sq_nonneg _)
          refine le_of_mul_le_mul_right ?_ hp
          linarith
        · rw [hz (n + 3) h, mul_zero]; exact mul_nonneg (hn _) (hn _)
      have c1 := mul_nonneg hxa.le (sub_nonneg.2 cross)
      rcases le_or_gt (n + 2) s.card with h | h
      · have st : Z x s (n + 1) * Z x s (n + 3) < Z x s (n + 2) ^ 2 := ih (n + 1) h
        have c2 := mul_nonneg (sq_nonneg (x a)) (sub_nonneg.2 w1)
        linarith
      · rw [hz (n + 2) h, hz (n + 3) (by omega)]
        have hb : 0 < Z x s (n + 1) := Z_pos hx (by omega)
        have := pow_pos (mul_pos hxa hb) 2
        linarith

variable [Fintype ι]

/-- The mean occupation of a mode is its weight times a ratio of partition functions, the
numerator having one particle and that mode removed. -/
theorem expect_occ (x : ι → ℝ) (i : ι) (k : ℕ) :
    expect x (k + 1) (occ i) = x i * Z x (univ.erase i) k / Z x univ (k + 1) := by
  have h := sum_split (notMem_erase i univ) k (fun A => (∏ l ∈ A, x l) * occ i A)
  rw [insert_erase (mem_univ i)] at h
  have hi : ∀ m, ∀ A ∈ (univ.erase i).powersetCard m, i ∉ A := fun m A hA q =>
    notMem_erase i univ ((mem_powersetCard.1 hA).1 q)
  unfold expect
  rw [h, sum_eq_zero (fun A hA => by simp [occ, hi _ A hA]), zero_add]
  congr 1
  rw [Z, mul_sum]
  exact sum_congr rfl fun A hA => by simp [occ, prod_insert (hi _ A hA)]

/-- The joint occupation of two distinct modes is the product of their weights times a ratio of
partition functions, the numerator having two particles and both modes removed. -/
theorem expect_pair (x : ι → ℝ) {i j : ι} (hij : i ≠ j) (k : ℕ) :
    expect x (k + 2) (fun A => occ i A * occ j A) =
      x i * x j * Z x ((univ.erase i).erase j) k / Z x univ (k + 2) := by
  obtain ⟨F, hF⟩ : ∃ F : Finset ι → ℝ, ∀ A, F A = (∏ l ∈ A, x l) * (occ i A * occ j A) :=
    ⟨_, fun _ => rfl⟩
  have h1 := sum_split (notMem_erase i univ) (k + 1) F
  have h2 := sum_split (notMem_erase j (univ.erase i)) k (fun A => F (insert i A))
  rw [insert_erase (mem_univ i)] at h1
  rw [insert_erase (mem_erase.2 ⟨hij.symm, mem_univ j⟩)] at h2
  -- only configurations with both modes filled contribute
  have z1 : ∑ A ∈ (univ.erase i).powersetCard (k + 1 + 1), F A = 0 := sum_eq_zero fun A hA => by
    have : i ∉ A := fun q => notMem_erase i univ ((mem_powersetCard.1 hA).1 q)
    simp [hF, occ, this]
  have z2 : ∑ A ∈ ((univ.erase i).erase j).powersetCard (k + 1), F (insert i A) = 0 :=
    sum_eq_zero fun A hA => by
      have : j ∉ A := fun q => notMem_erase j _ ((mem_powersetCard.1 hA).1 q)
      simp [hF, occ, this, hij.symm]
  have z3 : ∑ A ∈ ((univ.erase i).erase j).powersetCard k, F (insert i (insert j A)) =
      x i * x j * Z x ((univ.erase i).erase j) k := by
    rw [Z, mul_sum]
    refine sum_congr rfl fun A hA => ?_
    have hj : j ∉ A := fun q => notMem_erase j _ ((mem_powersetCard.1 hA).1 q)
    have hi : i ∉ insert j A := fun q => (mem_insert.1 q).elim hij fun q =>
      notMem_erase i univ (mem_of_mem_erase ((mem_powersetCard.1 hA).1 q))
    rw [hF, prod_insert hi, prod_insert hj]
    simp [occ, mul_assoc]
  have key : ∑ A ∈ (univ : Finset ι).powersetCard (k + 2), F A =
      x i * x j * Z x ((univ.erase i).erase j) k := by
    linarith
  simp only [hF] at key
  unfold expect
  rw [key]

/-- For positive weights and a shell neither empty nor full, the occupations of two distinct
modes are strictly negatively correlated. -/
theorem negative_correlation_strict {x : ι → ℝ} (hx : ∀ i, 0 < x i) {k : ℕ} (h0 : 0 < k)
    (hk : k < Fintype.card ι) {i j : ι} (hij : i ≠ j) :
    expect x k (fun A => occ i A * occ j A) < expect x k (occ i) * expect x k (occ j) := by
  have hZ : 0 < Z x univ k := Z_pos hx (by rw [card_univ]; exact hk.le)
  obtain rfl | ⟨n, rfl⟩ : k = 1 ∨ ∃ n, k = n + 2 := by
    by_cases h : k = 1
    · exact Or.inl h
    · exact Or.inr ⟨k - 2, by omega⟩
  · -- a single particle cannot fill two modes
    have hp : expect x 1 (fun A => occ i A * occ j A) = 0 := by
      unfold expect
      rw [sum_eq_zero, zero_div]
      intro A hA
      obtain ⟨a, rfl⟩ := card_eq_one.1 (mem_powersetCard.1 hA).2
      by_cases h : i = a
      · subst h; simp [occ, hij.symm]
      · simp [occ, h]
    have pos : ∀ l, 0 < expect x 1 (occ l) := fun l => by
      have e : expect x 1 (occ l) = x l * Z x (univ.erase l) 0 / Z x univ 1 := expect_occ x l 0
      rw [e]
      exact div_pos (mul_pos (hx l) (Z_pos hx (Nat.zero_le _))) hZ
    rw [hp]
    exact mul_pos (pos i) (pos j)
  · have hz : ∀ (s : Finset ι) (a : ι), a ∈ s → ∀ m,
        Z x s (m + 1) = Z x (s.erase a) (m + 1) + x a * Z x (s.erase a) m := fun s a ha m => by
      have h := Z_insert x (notMem_erase a s) m
      rwa [insert_erase ha] at h
    have hj : j ∈ univ.erase i := mem_erase.2 ⟨hij.symm, mem_univ j⟩
    have hi : i ∈ univ.erase j := mem_erase.2 ⟨hij, mem_univ i⟩
    have ei : expect x (n + 2) (occ i) = x i * Z x (univ.erase i) (n + 1) / Z x univ (n + 2) :=
      expect_occ x i (n + 1)
    have ej : expect x (n + 2) (occ j) = x j * Z x (univ.erase j) (n + 1) / Z x univ (n + 2) :=
      expect_occ x j (n + 1)
    have a1 := hz _ j hj n
    have a2 := hz _ i hi n
    rw [erase_right_comm] at a2
    have a3 : Z x (univ.erase i) (n + 2) = Z x ((univ.erase i).erase j) (n + 2) +
        x j * Z x ((univ.erase i).erase j) (n + 1) := hz _ j hj (n + 1)
    have a4 : Z x univ (n + 2) = Z x (univ.erase i) (n + 2) + x i * Z x (univ.erase i) (n + 1) :=
      hz _ i (mem_univ i) (n + 1)
    have hc : n + 1 ≤ ((univ.erase i).erase j).card := by
      rw [card_erase_of_mem hj, card_erase_of_mem (mem_univ i), card_univ]; omega
    have hl := mul_pos (mul_pos (hx i) (hx j)) (sub_pos.2 (Z_logconcave hx _ n hc))
    -- the covariance reduces to log-concavity for the remaining modes
    have key : x i * x j * Z x ((univ.erase i).erase j) n * Z x univ (n + 2) <
        x i * Z x (univ.erase i) (n + 1) * (x j * Z x (univ.erase j) (n + 1)) := by
      rw [a4, a3, a1, a2]
      linarith
    rw [expect_pair x hij n, ei, ej, div_mul_div_comm, div_lt_div_iff₀ hZ (mul_pos hZ hZ)]
    have := mul_lt_mul_of_pos_right key hZ
    linarith

/-- For positive weights and at most as many fermions as modes, the canonical distribution is
normalised and the occupations of two distinct modes are never positively correlated. -/
theorem negative_correlation {x : ι → ℝ} (hx : ∀ i, 0 < x i) {k : ℕ}
    (hk : k ≤ Fintype.card ι) {i j : ι} (hij : i ≠ j) :
    expect x k (fun _ => 1) = 1 ∧
      expect x k (fun A => occ i A * occ j A) ≤ expect x k (occ i) * expect x k (occ j) := by
  have hZ : 0 < Z x univ k := Z_pos hx (by rw [card_univ]; exact hk)
  constructor
  · simp only [expect, mul_one]
    exact div_self hZ.ne'
  rcases Nat.eq_zero_or_pos k with rfl | h0
  · simp [expect, occ]
  rcases hk.lt_or_eq with h | rfl
  · exact (negative_correlation_strict hx h0 h hij).le
  · -- in a full shell every mode is occupied with certainty
    have full : ∀ f : Finset ι → ℝ, expect x (Fintype.card ι) f = f univ := fun f => by
      have hs := powersetCard_self (univ : Finset ι)
      rw [card_univ] at hs
      have hW : (∏ l, x l) ≠ 0 := (prod_pos fun l _ => hx l).ne'
      unfold expect Z
      rw [hs, sum_singleton, sum_singleton]
      exact mul_div_cancel_left₀ _ hW
    rw [full, full, full]

/-- For positive weights and a shell neither empty nor full, the particle-number variance in a
group of at least two modes is strictly below the sum of the single-mode variances. -/
theorem number_variance_lt {x : ι → ℝ} (hx : ∀ i, 0 < x i) {k : ℕ} (h0 : 0 < k)
    (hk : k < Fintype.card ι) (B : Finset ι) (hB : 1 < B.card) :
    expect x k (fun A => (∑ i ∈ B, occ i A) ^ 2) - expect x k (fun A => ∑ i ∈ B, occ i A) ^ 2 <
      ∑ i ∈ B, expect x k (occ i) * (1 - expect x k (occ i)) := by
  have lin : ∀ g : ι → Finset ι → ℝ,
      expect x k (fun A => ∑ i ∈ B, g i A) = ∑ i ∈ B, expect x k (g i) := fun g => by
    simp only [expect, mul_sum, ← sum_div]
    rw [sum_comm]
  have h2 : expect x k (fun A => (∑ i ∈ B, occ i A) ^ 2) =
      ∑ i ∈ B, ∑ j ∈ B, expect x k (fun A => occ i A * occ j A) := by
    simp only [sq, sum_mul_sum]
    rw [lin (fun i A => ∑ j ∈ B, occ i A * occ j A)]
    exact sum_congr rfl fun i _ => lin (fun j A => occ i A * occ j A)
  rw [h2, lin occ, sq, sum_mul_sum, ← sum_sub_distrib]
  refine sum_lt_sum_of_nonempty (card_pos.1 (by omega)) fun i hi => ?_
  rw [← sum_sub_distrib, ← add_sum_erase B _ hi]
  have diag : expect x k (fun A => occ i A * occ i A) = expect x k (occ i) := by
    congr 1
    funext A
    by_cases h : i ∈ A <;> simp [occ, h]
  -- every off-diagonal covariance is negative
  obtain ⟨b, hb, hbi⟩ := exists_mem_ne hB i
  have off : ∑ j ∈ B.erase i, (expect x k (fun A => occ i A * occ j A) -
      expect x k (occ i) * expect x k (occ j)) < ∑ j ∈ B.erase i, (0 : ℝ) :=
    sum_lt_sum_of_nonempty ⟨b, mem_erase.2 ⟨hbi, hb⟩⟩ fun j hj =>
      sub_neg.2 (negative_correlation_strict hx h0 hk (mem_erase.1 hj).1.symm)
  rw [sum_const_zero] at off
  rw [diag]
  linarith

end

end CanonicalFermions
```

```lean
#print axioms CanonicalFermions.negative_correlation
#print axioms CanonicalFermions.number_variance_lt
```

```
'CanonicalFermions.negative_correlation' depends on axioms: [propext, Classical.choice, Quot.sound]
'CanonicalFermions.number_variance_lt' depends on axioms: [propext, Classical.choice, Quot.sound]
```

## What the theorems cover, and how they are proved

The modes form a finite type `ι`, with $r$ = `Fintype.card ι`. A configuration is a `Finset ι`, which builds in Pauli exclusion. `Z x s k` is $Z_k(S)$, `occ i` is $\nu_i$, and `expect x k` is the canonical average.

`negative_correlation` states normalisation together with the weak inequality. Normalisation gives `hk` its content: for $k>r$, Lean's division by zero would make every average 0. `negative_correlation_strict` and `number_variance_lt` require $0<k<r$.

`sum_split` sorts configurations by one mode and yields `Z_insert`, `expect_occ` and `expect_pair`. `Z_logconcave` runs the induction, with `cross` as the middle bracket. In the strict theorem, `key` is the covariance comparison with denominators cleared; `linarith` finishes the algebra. The variance proof separates `diag` from `off`.

The guarantee holds for all positive real weights, including degenerate modes. It does not cover interactions, zero weights, infinitely many modes, rounding or sampling error. Fock space and density matrices are not defined in the file; the cumulant reading above is interpretation.
